# Counting the levels of H x = e S x below t by the negative eigenvalues of H − tS, for S-orthonormal eigenvectors

An iterative eigensolver returns the levels it has found in an energy window, and one would like to know whether it missed any. A check that needs no eigenvectors is to factorise H − tS at each end of the window and count the negative signs. Here H is the Hamiltonian matrix, S the overlap matrix and t a trial energy. S differs from the identity when the basis functions are not orthonormal, and also in the projector augmented-wave and ultrasoft methods, where the augmentation enters the norm.

The check rests on an equality: the number of levels e_i below t is the number of negative eigenvalues of H − tS. It is proved below for a fixed H in a finite basis, provided that a full set of eigenvectors orthonormal in S exists. For Hermitian H and positive definite S such a set always exists, so it need not be computed before the check is used; this standard fact is assumed here, not proved.

## Matrices and the count

```lean
import Mathlib

open Matrix

namespace GeneralisedSpectrumSlicing

noncomputable section

variable {n : Type*} [Fintype n] [DecidableEq n]
```

The type `n` labels the basis functions. It is finite, and all matrices are square and complex with rows and columns labelled by `n`.

```lean
/-- The shifted Hamiltonian `H - t S` at the real trial energy `t`, with overlap matrix `S`. -/
def pencil (H S : Matrix n n ℂ) (t : ℝ) : Matrix n n ℂ := H - (t : ℂ) • S
```

`pencil H S t` is the matrix H − tS. The energy t is real, and `(t : ℂ)` is the same number read as a complex one, so that it can multiply a complex matrix.

```lean
/-- The number of negative eigenvalues of a Hermitian matrix, counted with multiplicity. -/
def negCount {A : Matrix n n ℂ} (hA : A.IsHermitian) : ℕ :=
  Fintype.card {i // hA.eigenvalues i < 0}
```

Mathlib lists the eigenvalues of a Hermitian matrix as real numbers labelled by `n`, each repeated according to its multiplicity. `{i // hA.eigenvalues i < 0}` is the type of labels whose eigenvalue is negative, and `Fintype.card` counts them. The argument `hA` is a proof that A is Hermitian: in Lean a proof can be handed to a function like any other object, and this list of eigenvalues is available only once that proof is supplied.

```lean
omit [Fintype n] [DecidableEq n] in
/-- For Hermitian `H` and `S` and real `t`, the shifted Hamiltonian `H - t S` is Hermitian. -/
theorem pencil_isHermitian {H S : Matrix n n ℂ} (hH : H.IsHermitian) (hS : S.IsHermitian)
    (t : ℝ) : (pencil H S t).IsHermitian := by
  change (H - (t : ℂ) • S)ᴴ = H - (t : ℂ) • S
  rw [conjTranspose_sub, conjTranspose_smul, hH.eq, hS.eq, Complex.star_def,
    Complex.conj_ofReal]
```

This provides the proof that `negCount` needs for H − tS. Since t is real,

(H − tS)ᴴ = Hᴴ − t Sᴴ = H − tS.

## The numbers e_i are generalised eigenvalues

```lean
/-- If the square matrix `X` satisfies `Xᴴ S X = 1` and `Xᴴ H X = diag(e)` with real entries `e i`,
then its columns solve the generalised eigenproblem `H x = e S x`. -/
theorem column_eigen {H S X : Matrix n n ℂ} {e : n → ℝ} (hX : Xᴴ * S * X = 1)
    (hE : Xᴴ * H * X = diagonal (fun i => (e i : ℂ))) (i : n) :
    H *ᵥ (fun k => X k i) = (e i : ℂ) • (S *ᵥ fun k => X k i) := by
  -- a one-sided inverse of a square matrix is two-sided
  have h1 : S * X * Xᴴ = 1 := mul_eq_one_comm.1 (by rw [← Matrix.mul_assoc, hX])
  have hm : H * X = S * X * diagonal (fun i => (e i : ℂ)) := by
    calc H * X = (S * X * Xᴴ) * (H * X) := by rw [h1, Matrix.one_mul]
      _ = S * X * (Xᴴ * H * X) := by simp only [Matrix.mul_assoc]
      _ = _ := by rw [hE]
  ext k
  change (H * X) k i = (e i : ℂ) * (S * X) k i
  rw [hm, mul_diagonal, mul_comm]
```

The square matrix X holds the eigenvectors as columns. The hypotheses `hX` and `hE` say

Xᴴ S X = 1,  Xᴴ H X = diag(e_i).

The first is orthonormality in the physical inner product, the one that S represents. It forces S to be positive definite: every nonzero coefficient vector describes a state of positive norm. The conclusion is H x_i = e_i S x_i, where x_i is column i of X, written `fun k => X k i`; `*ᵥ` applies a matrix to a vector.

For the derivation, Xᴴ is a left inverse of S X, and for square matrices a left inverse is also a right inverse, so S X Xᴴ = 1. Hence

H X = (S X Xᴴ) H X = S X (Xᴴ H X) = S X diag(e_i).

Column i of this equation is the claim. The `calc` block has the same three steps, and the last lines read off the column entry by entry.

## Negative signs under a change of variables

```lean
/-- If a square matrix `M` carries the real diagonal form `f` to the real diagonal form `d`,
then `d` has at most as many negative entries as `f`. -/
theorem card_neg_le_of_congruence {M : Matrix n n ℂ} {d f : n → ℝ}
    (h : Mᴴ * diagonal (fun i => (f i : ℂ)) * M = diagonal (fun i => (d i : ℂ))) :
    Fintype.card {i // d i < 0} ≤ Fintype.card {i // f i < 0} := by
  have key : ∀ (g : n → ℝ) (v : n → ℂ), star v ⬝ᵥ (diagonal (fun i => (g i : ℂ)) *ᵥ v)
      = ((∑ i, g i * Complex.normSq (v i) : ℝ) : ℂ) := by
    intro g v
    simp only [dotProduct, mulVec_diagonal]
    push_cast
    refine Finset.sum_congr rfl fun i _ => ?_
    rw [Complex.normSq_eq_conj_mul_self, starRingEnd_apply, Pi.star_apply]
    ring
  -- the two quadratic forms agree along `M`
  have form : ∀ c : n → ℂ, ∑ i, d i * Complex.normSq (c i)
      = ∑ i, f i * Complex.normSq ((M *ᵥ c) i) := by
    intro c
    apply Complex.ofReal_injective
    rw [← key, ← key, ← h, star_mulVec, ← dotProduct_mulVec]
    simp only [mulVec_mulVec, Matrix.mul_assoc]
  -- extension by zero from the negative entries of `d`
  let E : ({i // d i < 0} → ℂ) →ₗ[ℂ] (n → ℂ) :=
    { toFun := fun u i => if hi : d i < 0 then u ⟨i, hi⟩ else 0
      map_add' := by
        intro u v
        ext i
        by_cases hi : d i < 0 <;> simp [hi]
      map_smul' := by
        intro a u
        ext i
        by_cases hi : d i < 0 <;> simp [hi] }
  have hE1 : ∀ u i (hi : d i < 0), E u i = u ⟨i, hi⟩ := fun u i hi => dif_pos hi
  have hE0 : ∀ u i, ¬ d i < 0 → E u i = 0 := fun u i hi => dif_neg hi
  let L : ({i // d i < 0} → ℂ) →ₗ[ℂ] ({i // f i < 0} → ℂ) :=
    LinearMap.funLeft ℂ ℂ Subtype.val ∘ₗ M.mulVecLin ∘ₗ E
  have hL : Function.Injective L := by
    refine (injective_iff_map_eq_zero L).2 fun u hu => ?_
    have hw : ∀ j, f j < 0 → (M *ᵥ E u) j = 0 := fun j hj => congrFun hu ⟨j, hj⟩
    have hpos : 0 ≤ ∑ i, d i * Complex.normSq (E u i) := by
      rw [form]
      refine Finset.sum_nonneg fun j _ => ?_
      by_cases hj : f j < 0
      · simp [hw j hj]
      · exact mul_nonneg (not_lt.1 hj) (Complex.normSq_nonneg _)
    have hterm : ∀ i ∈ Finset.univ, d i * Complex.normSq (E u i) ≤ 0 := by
      intro i _
      by_cases hi : d i < 0
      · exact mul_nonpos_of_nonpos_of_nonneg hi.le (Complex.normSq_nonneg _)
      · simp [hE0 u i hi]
    have hz := (Finset.sum_eq_zero_iff_of_nonpos hterm).1
      (le_antisymm (Finset.sum_nonpos hterm) hpos)
    ext ⟨i, hi⟩
    have h0 := (mul_eq_zero.1 (hz i (Finset.mem_univ i))).resolve_left hi.ne
    rw [← hE1 u i hi]
    exact Complex.normSq_eq_zero.1 h0
  have hfin := LinearMap.finrank_le_finrank_of_injective hL
  simpa only [Module.finrank_fintype_fun_eq_card] using hfin
```

Let M be any square matrix, invertible or not, and let d and f be real lists with

Mᴴ diag(f) M = diag(d).

Then d has at most as many negative entries as f. To see this, take the quadratic form of both sides at a vector c:

∑_i d_i |c_i|² = ∑_j f_j |(M c)_j|².

In the code this identity is `form`, with `Complex.normSq` for the squared modulus; `key` evaluates the form of a diagonal matrix.

Now take a vector u with one component for each negative d_i. Extend it by zero to a vector c on all of `n`, apply M, and keep only the components j with f_j < 0. The extension is called `E` in the code, where it is a linear map and not an energy; the whole composite is `L`.

Suppose that `L` sends u to zero. Then (M c)_j = 0 wherever f_j < 0, so the right-hand sum is non-negative. On the left, c_i vanishes unless d_i < 0, so every term is at most zero. A sum of such terms can be non-negative only if each term is zero. Where d_i < 0 this gives c_i = 0, and therefore u = 0.

So `L` is injective (`hL`), and the dimension of its source is at most that of its target. These dimensions are the numbers of negative entries of d and of f.

```lean
/-- Sylvester's law of inertia for the negative part: if an invertible `X` brings a Hermitian
matrix to the real diagonal form `d` by congruence, then the number of negative eigenvalues
equals the number of negative entries of `d`. -/
theorem negCount_eq_of_congruence {A X : Matrix n n ℂ} (hA : A.IsHermitian) (hX : IsUnit X)
    {d : n → ℝ} (hd : Xᴴ * A * X = diagonal (fun i => (d i : ℂ))) :
    negCount hA = Fintype.card {i // d i < 0} := by
  obtain ⟨U, hU, hs⟩ : ∃ U : Matrix n n ℂ, Uᴴ * U = 1 ∧
      A = U * diagonal (fun i => (hA.eigenvalues i : ℂ)) * Uᴴ := by
    refine ⟨hA.eigenvectorUnitary, mem_unitaryGroup_iff'.1 hA.eigenvectorUnitary.2, ?_⟩
    have h := hA.spectral_theorem
    rw [Unitary.conjStarAlgAut_apply] at h
    exact h
  obtain ⟨Y, hY⟩ := hX.exists_right_inv
  have hY' : Yᴴ * Xᴴ = 1 := by rw [← conjTranspose_mul, hY, conjTranspose_one]
  apply le_antisymm
  · -- from `d` back to the eigenvalues, through `X⁻¹ U`
    apply card_neg_le_of_congruence (M := Y * U)
    calc (Y * U)ᴴ * diagonal (fun i => (d i : ℂ)) * (Y * U)
        = Uᴴ * (Yᴴ * Xᴴ) * A * (X * Y) * U := by
          rw [← hd, conjTranspose_mul]
          simp only [Matrix.mul_assoc]
      _ = Uᴴ * A * U := by rw [hY', hY, Matrix.mul_one, Matrix.mul_one]
      _ = Uᴴ * (U * diagonal (fun i => (hA.eigenvalues i : ℂ)) * Uᴴ) * U :=
          congrArg (fun B => Uᴴ * B * U) hs
      _ = (Uᴴ * U) * diagonal (fun i => (hA.eigenvalues i : ℂ)) * (Uᴴ * U) := by
          simp only [Matrix.mul_assoc]
      _ = _ := by rw [hU, Matrix.one_mul, Matrix.mul_one]
  · -- from the eigenvalues to `d`, through `Uᴴ X`
    apply card_neg_le_of_congruence (M := Uᴴ * X)
    calc (Uᴴ * X)ᴴ * diagonal (fun i => (hA.eigenvalues i : ℂ)) * (Uᴴ * X)
        = Xᴴ * (U * diagonal (fun i => (hA.eigenvalues i : ℂ)) * Uᴴ) * X := by
          simp only [conjTranspose_mul, conjTranspose_conjTranspose, Matrix.mul_assoc]
      _ = Xᴴ * A * X := by rw [← hs]
      _ = _ := hd
```

Let A be Hermitian and X invertible, with Xᴴ A X = diag(d_i) for real d_i. Then A has as many negative eigenvalues as d has negative entries. This is the negative-sign part of Sylvester's law of inertia, which is all that counting levels from below requires.

The derivation uses the previous inequality in both directions. Write the spectral theorem as A = U diag(α_i) Uᴴ, with U unitary and α_i the eigenvalues, and let Y = X⁻¹. Then

(Y U)ᴴ diag(d_i) (Y U) = Uᴴ A U = diag(α_i),

(Uᴴ X)ᴴ diag(α_i) (Uᴴ X) = Xᴴ A X = diag(d_i).

The first line shows that α has no more negative entries than d, and the second shows the reverse. `le_antisymm` joins the two inequalities into an equality, and the two `calc` blocks verify the two lines.

This theorem is what allows the signs to be read from a factorisation. If H − tS = K D Kᴴ with K invertible and D real and diagonal, take X = (K⁻¹)ᴴ; then Xᴴ (H − tS) X = D, and the negative entries of D give the count. If K is also required to be triangular, a diagonal D need not exist, even after the basis functions are reordered: the matrix [0 1; 1 0] is an example. Factorisations of indefinite Hermitian matrices therefore often allow 2 × 2 Hermitian blocks in D. Diagonalising each block by a unitary matrix, which is absorbed into K, shows that the negative eigenvalues of the blocks are then to be counted. Rounding is not treated here: when t lies very close to a level, a computed sign may be wrong.

## Levels below a trial energy

```lean
/-- Let `H` and `S` be Hermitian and let the square matrix `X` satisfy `Xᴴ S X = 1` and
`Xᴴ H X = diag(e)`. Then the number of negative eigenvalues of `H - t S`, with multiplicity,
is the number of levels `e i` below `t`. -/
theorem negCount_pencil {H S X : Matrix n n ℂ} {e : n → ℝ} (hH : H.IsHermitian)
    (hS : S.IsHermitian) (hX : Xᴴ * S * X = 1)
    (hE : Xᴴ * H * X = diagonal (fun i => (e i : ℂ))) (t : ℝ) :
    negCount (pencil_isHermitian hH hS t) = Fintype.card {i // e i < t} := by
  have hu : IsUnit X := ⟨⟨X, Xᴴ * S, mul_eq_one_comm.1 hX, hX⟩, rfl⟩
  -- in the basis `X` the shifted Hamiltonian is diagonal with entries `e i - t`
  have hd : Xᴴ * pencil H S t * X = diagonal (fun i => ((e i - t : ℝ) : ℂ)) := by
    rw [pencil, Matrix.mul_sub, Matrix.sub_mul, Matrix.mul_smul, Matrix.smul_mul, hX, hE]
    ext i j
    by_cases hij : i = j
    · subst hij
      simp
    · simp [hij]
  rw [negCount_eq_of_congruence _ hu hd]
  exact Fintype.card_congr (Equiv.subtypeEquivRight fun i => sub_neg)
```

In words: if H and S are Hermitian and X satisfies the two conditions above, then for every real t the number of negative eigenvalues of H − tS equals the number of labels i with e_i < t. Degenerate levels are counted as often as they occur. A level exactly at t is left out on both sides.

By hand, X is invertible because Xᴴ S is its inverse; this is `hu`. The two conditions then give

Xᴴ (H − tS) X = diag(e_i) − t 1 = diag(e_i − t),

which is `hd`. By the previous theorem the count is the number of i with e_i − t < 0, that is, e_i < t. In general the eigenvalues of H − tS are not the numbers e_i − t; it is the number of negative ones that agrees.

The normalisation fixes a sign that matters. Take one basis function with H = 0, S = −1 and X = 1. The only level is e = 0, and H x = e S x holds. At t = 1 this level lies below t, yet H − tS = 1 has no negative eigenvalue. So it is not enough for S to be Hermitian and invertible. In this example Xᴴ S X = −1: the state has negative norm.

```lean
/-- Spectrum slicing: let `H` and `S` be Hermitian, let the square matrix `X` satisfy `Xᴴ S X = 1`
and `Xᴴ H X = diag(e)`, and let `a ≤ b`. Then the number of negative eigenvalues of `H - a S` plus
the number of levels with `a ≤ e i < b` is the number of negative eigenvalues of `H - b S`, all
counted with multiplicity. -/
theorem negCount_window {H S X : Matrix n n ℂ} {e : n → ℝ} (hH : H.IsHermitian)
    (hS : S.IsHermitian) (hX : Xᴴ * S * X = 1)
    (hE : Xᴴ * H * X = diagonal (fun i => (e i : ℂ))) {a b : ℝ} (hab : a ≤ b) :
    negCount (pencil_isHermitian hH hS a) + Fintype.card {i // a ≤ e i ∧ e i < b}
      = negCount (pencil_isHermitian hH hS b) := by
  rw [negCount_pencil hH hS hX hE, negCount_pencil hH hS hX hE]
  simp only [Fintype.card_subtype, Finset.card_filter, ← Finset.sum_add_distrib]
  refine Finset.sum_congr rfl fun i _ => ?_
  rcases lt_or_ge (e i) a with h | h
  · simp [h, not_le.2 h, h.trans_le hab]
  · simp [h, not_lt.2 h]
```

For a ≤ b, the count at a plus the number of levels with a ≤ e_i < b equals the count at b. If an eigensolver has returned fewer levels in the window than the difference of the two counts, some are missing. The result is stated as a sum because subtraction of natural numbers in Lean stops at zero.

After `negCount_pencil` has replaced both counts, each label i is treated separately. If e_i < a, it contributes one to the count at a, nothing to the window and one to the count at b. If e_i ≥ a, it contributes nothing at a, and it belongs to the window exactly when it is counted at b. The command `rcases` makes this distinction.

## Two overlapping basis functions

```lean
/-- Two non-orthogonal basis functions with an explicit Hamiltonian, overlap matrix and eigenvector
matrix meet the conditions on `H`, `S` and `X` in `negCount_pencil`, with levels `-1` and `2`. -/
theorem negCount_pencil_witness :
    (!![1, 2; 2, 2] : Matrix (Fin 2) (Fin 2) ℂ).IsHermitian ∧
    (!![2, 1; 1, 1] : Matrix (Fin 2) (Fin 2) ℂ).IsHermitian ∧
    (!![1, 0; -1, 1] : Matrix (Fin 2) (Fin 2) ℂ)ᴴ * !![2, 1; 1, 1] * !![1, 0; -1, 1] = 1 ∧
    (!![1, 0; -1, 1] : Matrix (Fin 2) (Fin 2) ℂ)ᴴ * !![1, 2; 2, 2] * !![1, 0; -1, 1]
      = diagonal (fun i => ((![-1, 2] : Fin 2 → ℝ) i : ℂ)) := by
  refine ⟨?_, ?_, ?_, ?_⟩ <;> ext i j <;> fin_cases i <;> fin_cases j <;>
    norm_num [Matrix.mul_apply, Fin.sum_univ_succ, conjTranspose_apply]

end

end GeneralisedSpectrumSlicing
```

The notation `!![1, 2; 2, 2]` lists a matrix row by row. The theorem states that these matrices satisfy all the conditions:

H = [1 2; 2 2],  S = [2 1; 1 1],  X = [1 0; −1 1].

`Fin 2` has the labels 0 and 1, so the levels are e_0 = −1 and e_1 = 2, with eigenvectors x_0 = (1, −1) and x_1 = (0, 1), both of norm one in S. Basis function 0 has squared norm 2; after normalisation the overlap of the two functions is 1/√2. The proof compares the matrices entry by entry.

The counts are quickly found from determinants and traces. At t = 0 the matrix is H itself, with determinant −2, so it has one negative eigenvalue, and one level lies below 0. At t = 3,

H − 3S = [−5 −1; −1 −1],

with determinant 4 and trace −6, so both eigenvalues are negative. The difference is one, and the window from 0 to 3 does contain one level, e_1 = 2.

```lean
#print axioms GeneralisedSpectrumSlicing.column_eigen
#print axioms GeneralisedSpectrumSlicing.negCount_window
```

```
'GeneralisedSpectrumSlicing.column_eigen' depends on axioms: [propext, Classical.choice, Quot.sound]
'GeneralisedSpectrumSlicing.negCount_window' depends on axioms: [propext, Classical.choice, Quot.sound]
```
